# A function symmetric under a particle swap is annihilated by antisymmetrization

Label $n$ particles by the elements of a finite set $\iota$, and write $x$ for a configuration, with $x_i$ the position of particle $i$. For a permutation $s$ of $\iota$, let $x\circ s$ be the configuration with $(x\circ s)_i = x_{s(i)}$. Let $f$ be a real function of configurations that doesn't change when two particular distinct particles are swapped.

I would like to show that the sum of $\operatorname{sgn}(s)\,f(x\circ s)$ over all permutations $s$ is zero for every $x$, so that a correlated Gaussian with such a symmetry has no fully antisymmetric component. The cancellation seems clear, but I want a rigorous argument that a machine has checked. Can it also say which functions are lost in this way, and what the condition means for the exponents of a Gaussian?

## Why the signed sum equals its own negative

Define the antisymmetrizer $\mathcal A$ and the relabelled function $s\cdot f$ by

$$(\mathcal A f)(x)=\sum_{s}\operatorname{sgn}(s)\,f(x\circ s),\qquad (s\cdot f)(x)=f(x\circ s).$$

Products of permutations are compositions, so $(x\circ s)\circ t = x\circ(st)$. For a fixed permutation $t$, use $\operatorname{sgn}(s)=\operatorname{sgn}(t)\operatorname{sgn}(st)$ and then sum over $st$ instead of $s$:

$$\mathcal A(t\cdot f)(x)=\sum_s \operatorname{sgn}(s)\,f(x\circ st)=\operatorname{sgn}(t)\sum_s\operatorname{sgn}(st)\,f(x\circ st)=\operatorname{sgn}(t)\,(\mathcal A f)(x).$$

If $t\cdot f=f$ and $t$ is odd, this reads $\mathcal A f=-\mathcal A f$, hence $\mathcal A f=0$. A swap of two distinct particles is odd, which proves the claim.

To see that $\mathcal A f$ really measures the antisymmetric component, sum over $ts$ instead:

$$(\mathcal A f)(x\circ t)=\sum_s\operatorname{sgn}(s)\,f(x\circ ts)=\operatorname{sgn}(t)\,(\mathcal A f)(x).$$

The output is therefore always antisymmetric. If $g$ is already antisymmetric, each term of $\mathcal A g$ is $\operatorname{sgn}(s)^2 g(x)=g(x)$, so $\mathcal A g=n!\,g$. The normalised projector is $\mathcal A/n!$, and the antisymmetric component of $f$ is $\mathcal A f/n!$.

## Everything the antisymmetrizer removes

Let $W$ be the linear span of all functions that are symmetric under some swap of distinct particles. By linearity, $\mathcal A$ vanishes on $W$. Conversely, every $f$ with $\mathcal A f=0$ lies in $W$.

The first step is that $f-\operatorname{sgn}(s)\,s\cdot f$ lies in $W$ for every $f$ and $s$. For the identity permutation the difference is zero. Suppose that the statement holds for $s$, and let $\tau$ be a swap. The function $h=s\cdot f+(\tau s)\cdot f$ is symmetric under $\tau$, because replacing $x$ by $x\circ\tau$ exchanges its two terms. Since $\operatorname{sgn}(\tau s)=-\operatorname{sgn}(s)$,

$$f-\operatorname{sgn}(\tau s)\,(\tau s)\cdot f=\bigl(f-\operatorname{sgn}(s)\,s\cdot f\bigr)+\operatorname{sgn}(s)\,h,$$

and both terms on the right are in $W$. Every permutation is a product of swaps, so all $s$ are reached.

Now sum over $s$. If $\mathcal A f=0$, then

$$\frac1{n!}\sum_s\bigl(f-\operatorname{sgn}(s)\,s\cdot f\bigr)=f-\frac1{n!}\mathcal A f=f,$$

which puts $f$ in $W$. For $n\le 1$ there are no swaps, $W$ contains only zero, and $\mathcal A$ is the identity, in agreement with the general statement.

## The condition on Gaussian exponents

Take positions in three-dimensional space and

$$G_A(x)=\exp\Bigl(-\sum_{i,j}A_{ij}\,x_i\cdot x_j\Bigr).$$

Suppose that $A_{t(i)t(j)}=A_{ij}$ for an odd permutation $t$. Then

$$\sum_{i,j}A_{ij}\,x_{t(i)}\cdot x_{t(j)}=\sum_{i,j}A_{t(i)t(j)}\,x_{t(i)}\cdot x_{t(j)}=\sum_{i,j}A_{ij}\,x_i\cdot x_j,$$

so $G_A$ is unchanged by $t$ and $\mathcal A G_A=0$.

For two particles, labelled 0 and 1, $\mathcal A G_A$ is $G_A(x_0,x_1)-G_A(x_1,x_0)$. The exponent is minus

$$A_{00}|x_0|^2+(A_{01}+A_{10})\,x_0\cdot x_1+A_{11}|x_1|^2.$$

The cross term is unaffected by the swap, so $A_{00}=A_{11}$ makes the difference vanish. Conversely, put particle 0 at unit distance from the origin and particle 1 at the origin. A vanishing difference then gives $e^{-A_{00}}=e^{-A_{11}}$, hence $A_{00}=A_{11}$.

## How the Lean statements describe the particles

The type `ι` holds the particle labels and `X` is the space of one-particle coordinates. A configuration is a map `ι → X`, and a wavefunction is any real function of configurations. `Perm ι` is the group of permutations, `sgn` is the sign as a real number, and `permute s f` is $s\cdot f$. The linear map `antisymmetrizer` is $\mathcal A$, without the factor $1/n!$.

The answer to your main question is `signed_sum_eq_zero_of_swap`. Its hypotheses are `i ≠ j` and `∀ x, f (x ∘ swap i j) = f x`; its conclusion is that the signed sum is zero at every `x`. The theorem `ker_antisymmetrizer` identifies the kernel of $\mathcal A$ with the span of `swapSymmetric ι X`, which is $W$. Different terms of a linear combination in $W$ may be symmetric under different swaps.

In `correlatedGaussian`, the double sum runs over all ordered pairs and has no factor $1/2$. The matrix `A` need be neither symmetric nor positive definite, so the theorems also cover Gaussians that can't be normalised. All Gaussians are centred at the origin and have no polynomial prefactors. Wavefunctions are real, and neither continuity nor square integrability enters.

In a variational calculation for identical, fully spin-polarized fermions, where the spatial function must be antisymmetric, an origin-centred real Gaussian whose exponent matrix is unchanged by an odd permutation of the particles contributes only the zero vector after antisymmetrization. When the spins are not all parallel, a swap-symmetric spatial function can still be physical, as in a two-electron singlet, because the spin factor carries the antisymmetry.

```lean
import Mathlib

open Equiv

namespace CorrelatedPermutationSymmetry

noncomputable section

variable {ι X : Type*} [Fintype ι] [DecidableEq ι]

/-- The sign of a permutation of the particles, as a real number. -/
def sgn (s : Perm ι) : ℝ := ((Perm.sign s : ℤ) : ℝ)

/-- The function obtained from `f` by relabelling the particles with `s`. -/
def permute (s : Perm ι) (f : (ι → X) → ℝ) : (ι → X) → ℝ := fun x => f (x ∘ s)

/-- The antisymmetrizer: the signed sum of `f` over all permutations of the particles. -/
def antisymmetrizer : ((ι → X) → ℝ) →ₗ[ℝ] ((ι → X) → ℝ) where
  toFun f := fun x => ∑ s : Perm ι, sgn s * f (x ∘ s)
  map_add' f g := by
    funext x
    simp only [Pi.add_apply, mul_add, Finset.sum_add_distrib]
  map_smul' c f := by
    funext x
    simp only [Pi.smul_apply, smul_eq_mul, RingHom.id_apply, Finset.mul_sum]
    exact Finset.sum_congr rfl fun s _ => by ring

/-- The functions that are unchanged by swapping some pair of distinct particles. -/
def swapSymmetric (ι X : Type*) [DecidableEq ι] : Set ((ι → X) → ℝ) :=
  {g | ∃ i j : ι, i ≠ j ∧ ∀ x, g (x ∘ swap i j) = g x}

/-- The sign of a product of permutations is the product of the signs. -/
lemma sgn_mul (s t : Perm ι) : sgn (s * t) = sgn s * sgn t := by
  simp [sgn]

/-- The sign of a permutation squares to one. -/
lemma sgn_mul_self (s : Perm ι) : sgn s * sgn s = 1 := by
  rcases Int.units_eq_one_or (Perm.sign s) with h | h <;> simp [sgn, h]

/-- Relabelling the particles before antisymmetrizing only produces the sign of the
relabelling. -/
theorem antisymmetrizer_permute (t : Perm ι) (f : (ι → X) → ℝ) (x : ι → X) :
    antisymmetrizer (permute t f) x = sgn t * antisymmetrizer f x := by
  -- reindex the sum by s ↦ s * t
  have h : antisymmetrizer f x = ∑ s : Perm ι, sgn (s * t) * f (x ∘ (s * t : Perm ι)) :=
    (Equiv.sum_comp (Equiv.mulRight t) (fun s : Perm ι => sgn s * f (x ∘ s))).symm
  rw [h, Finset.mul_sum]
  refine Finset.sum_congr rfl fun s _ => ?_
  change sgn s * f (x ∘ (s * t : Perm ι)) = _
  rw [sgn_mul]
  linear_combination (-(sgn s * f (x ∘ (s * t : Perm ι)))) * sgn_mul_self t

/-- An antisymmetrized function changes by the sign of the permutation when its particles
are permuted. -/
theorem antisymmetrizer_antisymmetric (t : Perm ι) (f : (ι → X) → ℝ) (x : ι → X) :
    antisymmetrizer f (x ∘ t) = sgn t * antisymmetrizer f x := by
  -- reindex the sum by s ↦ t * s
  have h : antisymmetrizer f x = ∑ s : Perm ι, sgn (t * s) * f (x ∘ (t * s : Perm ι)) :=
    (Equiv.sum_comp (Equiv.mulLeft t) (fun s : Perm ι => sgn s * f (x ∘ s))).symm
  rw [h, Finset.mul_sum]
  refine Finset.sum_congr rfl fun s _ => ?_
  change sgn s * f (x ∘ (t * s : Perm ι)) = _
  rw [sgn_mul]
  linear_combination (-(sgn s * f (x ∘ (t * s : Perm ι)))) * sgn_mul_self t

/-- On a fully antisymmetric function of `n` particles the antisymmetrizer is
multiplication by `n!`. -/
theorem antisymmetrizer_of_antisymmetric (g : (ι → X) → ℝ)
    (hg : ∀ (s : Perm ι) x, g (x ∘ s) = sgn s * g x) (x : ι → X) :
    antisymmetrizer g x = ((Fintype.card ι).factorial : ℝ) * g x := by
  change ∑ s : Perm ι, sgn s * g (x ∘ s) = _
  have h : ∀ s : Perm ι, sgn s * g (x ∘ s) = g x := fun s => by
    rw [hg, ← mul_assoc, sgn_mul_self, one_mul]
  rw [Finset.sum_congr rfl fun s _ => h s, Finset.sum_const, Finset.card_univ,
    Fintype.card_perm, nsmul_eq_mul]

/-- A function unchanged by some odd permutation of the particles is annihilated by the
antisymmetrizer. -/
theorem antisymmetrizer_eq_zero_of_odd (t : Perm ι) (ht : Perm.sign t = -1)
    (f : (ι → X) → ℝ) (hf : ∀ x, f (x ∘ t) = f x) : antisymmetrizer f = 0 := by
  funext x
  have h := antisymmetrizer_permute t f x
  have hp : permute t f = f := funext hf
  have hs : sgn t = -1 := by simp [sgn, ht]
  -- the signed sum equals its own negative
  rw [hp, hs] at h
  change antisymmetrizer f x = (0 : ℝ)
  linarith

/-- If `f` is unchanged by swapping two distinct particles, its signed sum over all
permutations vanishes at every configuration. -/
theorem signed_sum_eq_zero_of_swap {i j : ι} (hij : i ≠ j) (f : (ι → X) → ℝ)
    (hf : ∀ x, f (x ∘ swap i j) = f x) (x : ι → X) :
    ∑ s : Perm ι, sgn s * f (x ∘ s) = 0 :=
  congrFun (antisymmetrizer_eq_zero_of_odd (swap i j) (Perm.sign_swap hij) f hf) x

/-- The difference between `f` and its signed relabelling is a linear combination of
swap-symmetric functions. -/
theorem sub_permute_mem_span (f : (ι → X) → ℝ) (s : Perm ι) :
    f - sgn s • permute s f ∈ Submodule.span ℝ (swapSymmetric ι X) := by
  induction s using Equiv.Perm.swap_induction_on
  · have h : f - sgn (1 : Perm ι) • permute 1 f = 0 := by
      funext x
      simp [sgn, permute]
    rw [h]
    exact Submodule.zero_mem _
  · rename_i s i j hij ih
    -- one further swap adds a multiple of a function symmetric under that swap
    have hmem : permute s f + permute (swap i j * s) f ∈ swapSymmetric ι X := by
      refine ⟨i, j, hij, fun x => ?_⟩
      have hx : (x ∘ swap i j) ∘ swap i j = x := by
        funext k
        simp
      change f ((x ∘ swap i j) ∘ s) + f (((x ∘ swap i j) ∘ swap i j) ∘ s)
        = f (x ∘ s) + f ((x ∘ swap i j) ∘ s)
      rw [hx, add_comm]
    have hs : sgn (swap i j * s) = -sgn s := by
      rw [sgn_mul]
      simp [sgn, Perm.sign_swap hij]
    have h : f - sgn (swap i j * s) • permute (swap i j * s) f
        = (f - sgn s • permute s f)
          + sgn s • (permute s f + permute (swap i j * s) f) := by
      rw [hs]
      module
    rw [h]
    exact Submodule.add_mem _ ih (Submodule.smul_mem _ _ (Submodule.subset_span hmem))

/-- The functions annihilated by the antisymmetrizer are exactly the linear combinations
of functions that are each symmetric under some swap of two particles. -/
theorem ker_antisymmetrizer :
    LinearMap.ker (antisymmetrizer (ι := ι) (X := X))
      = Submodule.span ℝ (swapSymmetric ι X) := by
  apply le_antisymm
  · intro f hf
    have hc : (Fintype.card (Perm ι) : ℝ) ≠ 0 := by
      exact_mod_cast Fintype.card_ne_zero
    have hs : ∑ s : Perm ι, sgn s • permute s f = 0 := by
      refine Eq.trans ?_ (LinearMap.mem_ker.mp hf)
      funext x
      simp [antisymmetrizer, permute, Finset.sum_apply]
    -- f is the average of its differences from its signed relabellings
    have key : (Fintype.card (Perm ι) : ℝ)⁻¹ • ∑ s : Perm ι, (f - sgn s • permute s f)
        = f := by
      rw [Finset.sum_sub_distrib, hs, sub_zero, Finset.sum_const, Finset.card_univ,
        ← Nat.cast_smul_eq_nsmul ℝ, smul_smul, inv_mul_cancel₀ hc, one_smul]
    rw [← key]
    exact Submodule.smul_mem _ _
      (Submodule.sum_mem _ fun s _ => sub_permute_mem_span f s)
  · rw [Submodule.span_le]
    rintro g ⟨i, j, hij, hg⟩
    exact LinearMap.mem_ker.mpr
      (antisymmetrizer_eq_zero_of_odd (swap i j) (Perm.sign_swap hij) g hg)

/-- The correlated Gaussian with exponent matrix `A`, for particles in
three-dimensional space. -/
def correlatedGaussian (A : Matrix ι ι ℝ) (x : ι → EuclideanSpace ℝ (Fin 3)) : ℝ :=
  Real.exp (-∑ i, ∑ j, A i j * inner ℝ (x i) (x j))

/-- A correlated Gaussian whose exponent matrix is unchanged by an odd permutation of the
particles is annihilated by the antisymmetrizer. -/
theorem antisymmetrizer_gaussian_eq_zero (A : Matrix ι ι ℝ) (t : Perm ι)
    (ht : Perm.sign t = -1) (hA : ∀ i j, A (t i) (t j) = A i j) :
    antisymmetrizer (correlatedGaussian A) = 0 := by
  refine antisymmetrizer_eq_zero_of_odd t ht _ fun x => ?_
  have h : ∑ i, ∑ j, A i j * inner ℝ (x (t i)) (x (t j))
      = ∑ i, ∑ j, A i j * inner ℝ (x i) (x j) := by
    refine Eq.trans ?_ (Equiv.sum_comp t (fun i => ∑ j, A i j * inner ℝ (x i) (x j)))
    refine Finset.sum_congr rfl fun i _ => ?_
    refine Eq.trans ?_
      (Equiv.sum_comp t (fun j => A (t i) j * inner ℝ (x (t i)) (x j)))
    exact Finset.sum_congr rfl fun j _ => by simp only [hA]
  exact congrArg (fun r : ℝ => Real.exp (-r)) h

/-- For two particles, the antisymmetrized correlated Gaussian vanishes exactly when the
two diagonal exponents are equal. -/
theorem antisymmetrizer_gaussian_two_iff (A : Matrix (Fin 2) (Fin 2) ℝ) :
    antisymmetrizer (correlatedGaussian A) = 0 ↔ A 0 0 = A 1 1 := by
  have hu : (Finset.univ : Finset (Perm (Fin 2))) = {1, swap 0 1} := by decide
  have hne : (1 : Perm (Fin 2)) ≠ swap 0 1 := by decide
  have s0 : sgn (1 : Perm (Fin 2)) = 1 := by simp [sgn]
  have s1 : sgn (swap (0 : Fin 2) 1) = -1 := by
    simp [sgn, Perm.sign_swap (show (0 : Fin 2) ≠ 1 by decide)]
  have key : ∀ x, antisymmetrizer (correlatedGaussian A) x
      = correlatedGaussian A x - correlatedGaussian A (x ∘ swap 0 1) := by
    intro x
    change ∑ s : Perm (Fin 2), sgn s * correlatedGaussian A (x ∘ s) = _
    rw [hu, Finset.sum_pair hne, s0, s1, Perm.coe_one, Function.comp_id]
    ring
  have hG : ∀ x, correlatedGaussian A x = Real.exp (-(A 0 0 * inner ℝ (x 0) (x 0)
      + A 0 1 * inner ℝ (x 0) (x 1) + (A 1 0 * inner ℝ (x 1) (x 0)
      + A 1 1 * inner ℝ (x 1) (x 1)))) := by
    intro x
    simp only [correlatedGaussian, Fin.sum_univ_two]
  have c0 : ∀ x : Fin 2 → EuclideanSpace ℝ (Fin 3), (x ∘ swap 0 1) 0 = x 1 := by
    intro x
    simp
  have c1 : ∀ x : Fin 2 → EuclideanSpace ℝ (Fin 3), (x ∘ swap 0 1) 1 = x 0 := by
    intro x
    simp
  constructor
  · intro h
    -- put one particle at unit distance and the other at the origin
    obtain ⟨e, he⟩ : ∃ e : EuclideanSpace ℝ (Fin 3), ‖e‖ = 1 :=
      ⟨EuclideanSpace.single 0 1, by simp⟩
    have hx := congrFun h ![e, 0]
    rw [key, hG, hG, c0, c1] at hx
    simpa [he, sub_eq_zero, real_inner_self_eq_norm_sq] using hx
  · intro h
    funext x
    rw [key, hG, hG, c0, c1, h, real_inner_comm (x 0) (x 1)]
    change _ = (0 : ℝ)
    rw [sub_eq_zero]
    congr 1
    ring

end

end CorrelatedPermutationSymmetry
```

```lean
#print axioms CorrelatedPermutationSymmetry.signed_sum_eq_zero_of_swap
#print axioms CorrelatedPermutationSymmetry.ker_antisymmetrizer
#print axioms CorrelatedPermutationSymmetry.antisymmetrizer_gaussian_eq_zero
#print axioms CorrelatedPermutationSymmetry.antisymmetrizer_gaussian_two_iff
```

```
'CorrelatedPermutationSymmetry.signed_sum_eq_zero_of_swap' depends on axioms: [propext, Classical.choice, Quot.sound]
'CorrelatedPermutationSymmetry.ker_antisymmetrizer' depends on axioms: [propext, Classical.choice, Quot.sound]
'CorrelatedPermutationSymmetry.antisymmetrizer_gaussian_eq_zero' depends on axioms: [propext, Classical.choice, Quot.sound]
'CorrelatedPermutationSymmetry.antisymmetrizer_gaussian_two_iff' depends on axioms: [propext, Classical.choice, Quot.sound]
```

## How the Lean proof follows the algebra

The lemmas `sgn_mul` and `sgn_mul_self` state that the sign is multiplicative and squares to one. In `antisymmetrizer_permute`, `Equiv.sum_comp` with `Equiv.mulRight t` performs the change of summation variable from $s$ to $st$. The terms are then compared one by one, and `linear_combination` closes each comparison using $\operatorname{sgn}(t)^2=1$. The proof of `antisymmetrizer_antisymmetric` is the same with `Equiv.mulLeft t`, which gives $ts$. In `antisymmetrizer_of_antisymmetric`, every term is rewritten to `g x`, and counting the permutations supplies $n!$.

The cancellation itself is in `antisymmetrizer_eq_zero_of_odd`. Substituting $t\cdot f=f$ and $\operatorname{sgn}(t)=-1$ turns the relabelling identity into $\mathcal A f(x)=-\mathcal A f(x)$, from which `linarith` obtains zero. The main theorem applies this to a swap, whose sign comes from `Perm.sign_swap`.

The lemma `sub_permute_mem_span` is the induction on swaps, carried out by `Equiv.Perm.swap_induction_on`. Its `hmem` shows that $h$ is symmetric under the new swap, and `module` verifies the identity that adds $\operatorname{sgn}(s)\,h$ to the previous difference. In `ker_antisymmetrizer`, `le_antisymm` splits the equality into two inclusions. The first uses `key`, the average over permutations that returns $f$; the second applies the cancellation theorem to each swap-symmetric function.

For Gaussians, `antisymmetrizer_gaussian_eq_zero` reindexes the two sums in the exponent by `t`, one after the other, and then uses the cancellation theorem for odd permutations. In `antisymmetrizer_gaussian_two_iff`, `hu` lists the two permutations, `key` reduces the signed sum to a difference, and `hG` expands the exponent. The forward direction evaluates at `![e, 0]` with `e` a unit vector, which is the configuration chosen above. The reverse direction substitutes `A 0 0 = A 1 1` and uses the symmetry of the inner product to match the two exponents.
